# Unit Mulliken and Löwdin populations in half-filled alternant π systems with overlap $S = 1 + kM$ and no zero mode

In a conjugated hydrocarbon such as butadiene, the carbon atoms fall into two classes so that every bond joins atoms of different classes. Such a system is called alternant. Hückel theory without overlap gives each atom of the neutral molecule exactly one π electron, and the argument uses orbital energies that lie in pairs, symmetric about the energy $\alpha$ of an isolated p orbital. Neighbouring p orbitals do overlap, however, and overlap destroys this symmetry of the energies. Does it also make the charge uneven?

For overlap proportional to the coupling, it does not: every Mulliken and every Löwdin population is still 1, provided the coupling between the classes is invertible.

## Filling the levels when neighbours overlap

Let $B$ be the real matrix of couplings from the first class to the second, assumed square and invertible, and set
$$M=\begin{pmatrix}0&B\\B^T&0\end{pmatrix},\qquad S=1+kM,\qquad H=\alpha+\beta M .$$
For unit couplings along the bonds, $k$ is the overlap of two neighbouring orbitals and $\beta$ their resonance integral. If $Mc=mc$ with $c\neq 0$, then $c$ also solves $Hc=ESc$, with
$$E=\frac{\alpha+\beta m}{1+km},\qquad E-\alpha=\frac{(\beta-\alpha k)\,m}{1+km}.$$
Positive definite $S$ gives $1+km>0$. For $\beta<\alpha k$, the usual bonding case, $E<\alpha$ therefore holds exactly when $m>0$, and the neutral molecule fills these orbitals twice. With the eigenvectors $c$ of $M$ chosen orthonormal, the orbital normalised in the metric $S$ is $c/\sqrt{1+km}$, so the density matrix is
$$P=2\sum_{m>0}\frac{cc^T}{1+km}=2QS^{-1},\qquad Q=\sum_{m>0}cc^T .$$

The Lean code starts from $P=2QS^{-1}$ and contains no Hamiltonian; that this $P$ is the ground-state density rests on the lines above.

```lean
import Mathlib

open Matrix

namespace CoulsonRushbrookeOverlap

noncomputable section

variable {ι n : Type*} [Fintype ι] [DecidableEq ι] [Fintype n] [DecidableEq n]
```

The type `n` labels the atoms of one class; it is not a number. Both classes use the same labels, so they have equal size, and the whole molecule is indexed by `n ⊕ n`. The entries of `B` may be any real numbers.

```lean
/-- The connectivity matrix `M = [[0, B], [Bᵀ, 0]]` of an alternant system: only atoms of
different classes are coupled. -/
def connectivity (B : Matrix n n ℝ) : Matrix (n ⊕ n) (n ⊕ n) ℝ := fromBlocks 0 B Bᵀ 0

/-- The overlap matrix `S = 1 + k M`. -/
def overlap (B : Matrix n n ℝ) (k : ℝ) : Matrix (n ⊕ n) (n ⊕ n) ℝ := 1 + k • connectivity B
```

The projection $Q$ is described by its action: it keeps eigenvectors of $M$ with $m>0$ and annihilates those with $m\le 0$. Since the eigenvectors of a symmetric matrix span the space, and those with different eigenvalues are orthogonal, these two rules fix $Q$ as the orthogonal projection above.

```lean
/-- For symmetric `M`, `Q` is the orthogonal projection onto the span of the eigenvectors with
positive eigenvalue: it keeps these and annihilates the eigenvectors with eigenvalue `m ≤ 0`. -/
structure IsPositiveProjector (M Q : Matrix ι ι ℝ) : Prop where
  fix : ∀ {v : ι → ℝ} {m : ℝ}, M *ᵥ v = m • v → 0 < m → Q *ᵥ v = v
  kill : ∀ {v : ι → ℝ} {m : ℝ}, M *ᵥ v = m • v → m ≤ 0 → Q *ᵥ v = 0

/-- The density matrix `P = 2 Q S⁻¹`, for an invertible overlap matrix `S`. -/
def density (B : Matrix n n ℝ) (k : ℝ) (Q : Matrix (n ⊕ n) (n ⊕ n) ℝ) :
    Matrix (n ⊕ n) (n ⊕ n) ℝ := (2 : ℝ) • (Q * (overlap B k)⁻¹)
```

The last definition is the diagonal sign matrix $\Gamma$, called `classSign`, which reverses the orbital coefficients on the second class.

```lean
/-- The sign matrix that is `1` on the first class of atoms and `-1` on the second. -/
def classSign : Matrix (n ⊕ n) (n ⊕ n) ℝ := diagonal (Sum.elim (fun _ => 1) (fun _ => -1))
```

## Eigenvectors decide matrix identities

The matrix $M$ is symmetric, because transposition exchanges its off-diagonal blocks $B$ and $B^T$.

```lean
omit [Fintype n] [DecidableEq n] in
/-- The connectivity matrix is symmetric. -/
lemma connectivity_symm (B : Matrix n n ℝ) : (connectivity B)ᵀ = connectivity B := by
  simp [connectivity, fromBlocks_transpose]
```

A symmetric matrix has an orthogonal matrix $U$ whose columns are eigenvectors. If $A$ annihilates every eigenvector, then $AU=0$, and $A=AUU^T=0$. In Lean, $U$ is `hH.eigenvectorUnitary`, and `hU` is the equation $AU=0$, checked column by column.

```lean
/-- A matrix that annihilates every eigenvector of a real symmetric matrix is zero. -/
theorem eq_zero_of_eigenvectors {M A : Matrix ι ι ℝ} (hM : Mᵀ = M)
    (h : ∀ (v : ι → ℝ) (m : ℝ), M *ᵥ v = m • v → A *ᵥ v = 0) : A = 0 := by
  have hH : M.IsHermitian := by
    rw [Matrix.IsHermitian, conjTranspose_eq_transpose_of_trivial]
    exact hM
  have hU : A * (hH.eigenvectorUnitary : Matrix ι ι ℝ) = 0 := by
    ext i j
    have := congrFun (h _ _ (hH.mulVec_eigenvectorBasis j)) i
    simpa [Matrix.mul_apply, Matrix.mulVec, dotProduct] using this
  have h1 := Matrix.mem_unitaryGroup_iff.mp hH.eigenvectorUnitary.2
  rw [← mul_one A, ← h1, ← mul_assoc, hU, zero_mul]
```

To prove an identity between matrices it is now enough to apply the difference of the two sides to an eigenvector. Take $QM=MQ$ and $Mv=mv$. If $m>0$, both sides give $mv$. If $m\le0$, then $QMv=mQv=0$ and $MQv=0$. The case split `lt_or_ge 0 m` follows these two lines.

```lean
/-- The projection onto the positive eigenvectors of a real symmetric `M` commutes with `M`. -/
theorem projector_commutes {M Q : Matrix ι ι ℝ} (hM : Mᵀ = M)
    (hQ : IsPositiveProjector M Q) : Q * M = M * Q := by
  apply sub_eq_zero.mp
  apply eq_zero_of_eigenvectors hM
  intro v m hv
  rw [Matrix.sub_mulVec, ← Matrix.mulVec_mulVec, ← Matrix.mulVec_mulVec, hv, Matrix.mulVec_smul]
  rcases lt_or_ge 0 m with hm | hm
  · rw [hQ.fix hv hm, hv, sub_self]
  · rw [hQ.kill hv hm, Matrix.mulVec_zero, smul_zero, sub_self]
```

## Passing from $S$ to its square root

Löwdin populations use the positive definite root $R$ of $S$, so $Q$ must commute with $R$ and not only with $R^2=S$. Suppose $QR^2=R^2Q$ and set $X=QR-RQ$. Then
$$RX=RQR-R^2Q=RQR-QR^2=-XR .$$
Let $Rv=mv$ with $v\ne0$, where $m$ is now an eigenvalue of $R$ and hence positive. It follows that $R(Xv)=-m\,Xv$. If $Xv$ were nonzero, then
$$(Xv)^TR(Xv)=-m\,(Xv)^T(Xv)<0,$$
which contradicts positive definiteness. Thus $X$ annihilates every eigenvector of $R$, and $X=0$.

In the code `hX` is the relation $RX=-XR$, obtained by noncommutative algebra, and the closing `nlinarith` finds the contradiction between the signs.

```lean
/-- A matrix that commutes with the square of a positive definite `R` commutes with `R`. -/
theorem commutes_with_root {R Q : Matrix ι ι ℝ} (hR : R.PosDef)
    (h : Q * (R * R) = R * R * Q) : Q * R = R * Q := by
  have hRt : Rᵀ = R := by
    rw [← conjTranspose_eq_transpose_of_trivial]
    exact hR.isHermitian
  have pos : ∀ x : ι → ℝ, x ≠ 0 → 0 < x ⬝ᵥ (R *ᵥ x) := by
    intro x hx
    have := hR.dotProduct_mulVec_pos hx
    rwa [star_trivial] at this
  have nonneg : ∀ x : ι → ℝ, 0 ≤ x ⬝ᵥ x := fun x =>
    Finset.sum_nonneg fun i _ => mul_self_nonneg (x i)
  apply sub_eq_zero.mp
  have hX : R * (Q * R - R * Q) = -((Q * R - R * Q) * R) := by
    linear_combination (norm := noncomm_ring) h
  generalize Q * R - R * Q = X at hX ⊢
  apply eq_zero_of_eigenvectors hRt
  intro v m hv
  by_contra hw
  have hv0 : v ≠ 0 := fun h0 => hw (by rw [h0, Matrix.mulVec_zero])
  -- the commutator would turn a positive eigenvalue of `R` into a negative one
  have hRw : R *ᵥ (X *ᵥ v) = -(m • (X *ᵥ v)) := by
    rw [Matrix.mulVec_mulVec, hX, Matrix.neg_mulVec, ← Matrix.mulVec_mulVec, hv,
      Matrix.mulVec_smul]
  have h1 := pos _ hw
  have h2 := pos _ hv0
  rw [hRw, dotProduct_neg, dotProduct_smul, smul_eq_mul] at h1
  rw [hv, dotProduct_smul, smul_eq_mul] at h2
  nlinarith [nonneg v, nonneg (X *ᵥ v), pos_of_mul_pos_left h2 (nonneg v)]
```

## Reversing one class exchanges filled and empty orbitals

Since $M$ couples only different classes, $M\Gamma=-\Gamma M$, and clearly $\Gamma^2=1$. If $Mv=mv$, then $M(\Gamma v)=-m\,\Gamma v$: each bonding orbital has an antibonding partner with the same coefficients up to signs and a common normalisation factor. This pairing of the eigenvalues of $M$ survives overlap, although the energies $E$ are no longer symmetric.

Invertible $B$ excludes $m=0$, because $M$ then has the inverse
$$M^{-1}=\begin{pmatrix}0&(B^T)^{-1}\\B^{-1}&0\end{pmatrix}.$$
Physically, there is no nonbonding orbital whose occupation would be left open.

Now apply $Q+\Gamma Q\Gamma$ to an eigenvector $v$:

- For $m>0$, $Qv=v$ and $Q\Gamma v=0$, so the result is $v$.
- For $m<0$, $Qv=0$ and $Q\Gamma v=\Gamma v$, so the result is $\Gamma\Gamma v=v$.
- For $m=0$, $v=M^{-1}Mv=0$, and there is nothing to show.

Hence $Q+\Gamma Q\Gamma=1$. The facts `anti`, `sq` and `inv` are the three matrix relations, and `lt_trichotomy` produces the three cases.

```lean
/-- For invertible `B`, the projection `Q` onto the positive eigenvectors of `M` and its image under
the sign change of one class of atoms add up to the identity. -/
theorem pairing {B : Matrix n n ℝ} (hB : IsUnit B.det) {Q : Matrix (n ⊕ n) (n ⊕ n) ℝ}
    (hQ : IsPositiveProjector (connectivity B) Q) : Q + classSign * Q * classSign = 1 := by
  have anti : connectivity B * classSign = -(classSign * connectivity B) := by
    ext i j
    rcases i with i | i <;> rcases j with j | j <;>
      simp [connectivity, classSign, Matrix.diagonal_mul, Matrix.mul_diagonal]
  have sq : (classSign : Matrix (n ⊕ n) (n ⊕ n) ℝ) * classSign = 1 := by
    rw [classSign, diagonal_mul_diagonal, ← diagonal_one]
    congr 1
    ext i
    rcases i with i | i <;> simp
  have inv : fromBlocks 0 (Bᵀ)⁻¹ B⁻¹ 0 * connectivity B = 1 := by
    have hBt : IsUnit (Bᵀ).det := by rwa [det_transpose]
    simp [connectivity, fromBlocks_multiply, nonsing_inv_mul _ hB, nonsing_inv_mul _ hBt]
  apply sub_eq_zero.mp
  apply eq_zero_of_eigenvectors (connectivity_symm B)
  intro v m hv
  have hs : connectivity B *ᵥ (classSign *ᵥ v) = (-m) • (classSign *ᵥ v) := by
    rw [Matrix.mulVec_mulVec, anti, Matrix.neg_mulVec, ← Matrix.mulVec_mulVec, hv,
      Matrix.mulVec_smul, neg_smul]
  rw [Matrix.sub_mulVec, Matrix.add_mulVec, Matrix.one_mulVec, ← Matrix.mulVec_mulVec,
    ← Matrix.mulVec_mulVec]
  rcases lt_trichotomy m 0 with hm | hm | hm
  · rw [hQ.kill hv hm.le, hQ.fix hs (by linarith), Matrix.mulVec_mulVec,
      sq, Matrix.one_mulVec, zero_add, sub_self]
  · -- there is no zero mode
    have h0 : v = 0 := by
      rw [← Matrix.one_mulVec v, ← inv, ← Matrix.mulVec_mulVec, hv, hm, zero_smul,
        Matrix.mulVec_zero]
    simp [h0]
  · rw [hQ.fix hv hm, hQ.kill hs (by linarith), Matrix.mulVec_zero, add_zero, sub_self]
```

## Every population equals one

The signs in $\Gamma$ cancel on the diagonal, so $(\Gamma Q\Gamma)_{ii}=Q_{ii}$ and $2Q_{ii}=1$. This is `half` in the code. The Mulliken matrix is
$$PS=2QS^{-1}S=2Q .$$
For the Löwdin matrix, $Q$ commutes with $M$, hence with $S=R^2$, hence with $R$. Therefore
$$RPR=2RQS^{-1}R=2Q\,(RS^{-1}R)=2Q .$$
Both diagonals consist of ones.

In words, the theorem takes a real `B` with invertible determinant, a real `k` for which the overlap matrix is positive definite, and a `Q` that obeys the two rules for $M$. It concludes that $(PS)_{ii}=1$ for every atom $i$, and that $(RPR)_{ii}=1$ for every positive definite `R` with `R * R = overlap B k`. Positive definiteness of $S$ expresses the linear independence of the atomic orbitals and limits the size of $k$.

```lean
/-- **Coulson-Rushbrooke theorem with overlap.** For invertible `B` and positive definite
`S = 1 + k M`, the density matrix `P = 2 Q S⁻¹` gives every atom Mulliken population `(P S)ᵢᵢ = 1`
and Löwdin population `(R P R)ᵢᵢ = 1`, with `R` the positive definite root of `S`. Here `Q` is the
projection onto the eigenvectors of `M` with positive eigenvalue. -/
theorem coulson_rushbrooke_overlap {B : Matrix n n ℝ} (hB : IsUnit B.det) {k : ℝ}
    (hS : (overlap B k).PosDef) {Q : Matrix (n ⊕ n) (n ⊕ n) ℝ}
    (hQ : IsPositiveProjector (connectivity B) Q) :
    (∀ i, (density B k Q * overlap B k) i i = 1) ∧
    ∀ R : Matrix (n ⊕ n) (n ⊕ n) ℝ, R.PosDef → R * R = overlap B k →
      ∀ i, (R * density B k Q * R) i i = 1 := by
  have hdet : IsUnit (overlap B k).det := hS.det_pos.ne'.isUnit
  have half : ∀ i, ((2 : ℝ) • Q) i i = 1 := by
    intro i
    have h := congrFun (congrFun (pairing hB hQ) i) i
    rcases i with i | i <;>
      simp [classSign, Matrix.diagonal_mul, Matrix.mul_diagonal] at h ⊢ <;> linarith
  refine ⟨fun i => ?_, fun R hR hRS i => ?_⟩
  · rw [density, Matrix.smul_mul, mul_assoc, nonsing_inv_mul _ hdet, mul_one, half]
  · -- `R` commutes with `Q`, so the Löwdin matrix is `2 Q` as well
    have hc : Q * R = R * Q := by
      apply commutes_with_root hR
      rw [hRS, overlap, mul_add, add_mul, mul_one, one_mul, Matrix.mul_smul, Matrix.smul_mul,
        projector_commutes (connectivity_symm B) hQ]
    have h1 : R * (overlap B k)⁻¹ * R = 1 := by
      apply mul_eq_one_comm.mp
      rw [← mul_assoc, hRS, mul_nonsing_inv _ hdet]
    have h2 : R * density B k Q * R = (2 : ℝ) • Q := by
      rw [density, Matrix.mul_smul, Matrix.smul_mul, ← mul_assoc, ← hc, mul_assoc Q, mul_assoc Q,
        h1, mul_one]
    rw [h2, half]
```

At $k=0$ this is the familiar charge statement of Coulson and Rushbrooke for molecules without nonbonding orbitals. Their theorem also reaches odd alternant radicals such as allyl, with one electron in the nonbonding orbital; there the classes have different sizes and no invertible $B$ exists.

For electronic-structure work, the result means that a one-electron π model with equal site energies, and with overlap and resonance integrals both proportional to $M$, yields no charge separation in a neutral alternant molecule without nonbonding orbitals when charges are assigned by Mulliken or Löwdin populations. Unequal site energies or a different overlap pattern lead outside its assumptions.

## Butadiene in a calculation

Number the carbons along the chain, and put atoms 1 and 3 in the first class and atoms 2 and 4 in the second. Then
$$B=\begin{pmatrix}1&0\\1&1\end{pmatrix},\qquad \det B=1 .$$
A program solves $Hc=ESc$ with $c^TSc=1$, fills the two lowest orbitals, and sums $P=2\sum cc^T$. For admissible $k>0$, the bare diagonal of $P$ is larger at the end atoms than at the inner ones. The Mulliken step adds the overlap shares,
$$(PS)_{11}=P_{11}+kP_{12},\qquad (PS)_{22}=P_{22}+k(P_{21}+P_{23}),$$
and both sums are 1. The inner atom has two bonds from which to collect its share.

## Ethylene and isolated double bonds

The smallest molecule is ethylene, with $B=1$. Its bonding orbital gives $Q=(1+M)/2$, and since $M^2=1$,
$$P=\frac{1+M}{1+k},\qquad P_{ii}=\frac1{1+k},\qquad (PS)_{ii}=\frac{1}{1+k}+\frac{k}{1+k}=1 .$$

A set of separate double bonds, with $B$ the identity matrix, behaves in the same way and shows that the assumptions of the theorem are met by an actual system for every $0\le k<1$. Positive definiteness follows from
$$1+kM=(1-k)\,1+\frac k2\,(1+M)^T(1+M),$$
a positive definite term plus a positive semidefinite one. For the projection, $M^2=1$ gives $(1-m)(1+m)v=0$ for each eigenvector, which is `hsq`. A nonzero $v$ thus has $m=1$ or $m=-1$, and $(1+M)/2$ keeps it in the first case and annihilates it in the second.

```lean
/-- Isolated double bonds, `B = 1`, with `0 ≤ k < 1`: the overlap matrix is positive definite and
`(1 + M) / 2` is the projection onto the positive eigenvectors of `M`. -/
theorem double_bonds_witness {k : ℝ} (h0 : 0 ≤ k) (h1 : k < 1) :
    (overlap (1 : Matrix n n ℝ) k).PosDef ∧
    IsPositiveProjector (connectivity (1 : Matrix n n ℝ))
      ((1 / 2 : ℝ) • (1 + connectivity (1 : Matrix n n ℝ))) := by
  have hM : connectivity (1 : Matrix n n ℝ) * connectivity (1 : Matrix n n ℝ) = 1 := by
    simp [connectivity, fromBlocks_multiply]
  have ht := connectivity_symm (1 : Matrix n n ℝ)
  unfold overlap
  generalize connectivity (1 : Matrix n n ℝ) = M at hM ht ⊢
  -- every eigenvalue of `M` is `1` or `-1`
  have hsq : ∀ {v : n ⊕ n → ℝ} {m : ℝ}, M *ᵥ v = m • v →
      ∀ i, (1 - m) * ((1 + m) * v i) = 0 := by
    intro v m hv i
    have h : v = m • (m • v) := by
      calc v = M *ᵥ (M *ᵥ v) := by rw [Matrix.mulVec_mulVec, hM, Matrix.one_mulVec]
        _ = m • (m • v) := by rw [hv, Matrix.mulVec_smul, hv]
    have h' := congrFun h i
    simp only [Pi.smul_apply, smul_eq_mul] at h'
    linear_combination h'
  refine ⟨?_, ?_, ?_⟩
  · have e : 1 + k • M = (1 - k) • (1 : Matrix (n ⊕ n) (n ⊕ n) ℝ) +
        (k / 2) • ((1 + M)ᴴ * (1 + M)) := by
      rw [conjTranspose_eq_transpose_of_trivial, transpose_add, transpose_one, ht,
        mul_add, mul_one, add_mul, one_mul, hM]
      module
    rw [e]
    exact (Matrix.PosDef.one.smul (sub_pos.mpr h1)).add_posSemidef
      ((posSemidef_conjTranspose_mul_self (1 + M)).smul (by positivity))
  · intro v m hv hm
    have h : ∀ i, (1 - m) * v i = 0 := fun i =>
      (mul_eq_zero.mp (show (1 + m) * ((1 - m) * v i) = 0 by
        linear_combination hsq hv i)).resolve_left (by linarith : (0 : ℝ) < 1 + m).ne'
    rw [Matrix.smul_mulVec, Matrix.add_mulVec, Matrix.one_mulVec, hv]
    funext i
    simp only [Pi.smul_apply, Pi.add_apply, smul_eq_mul]
    linear_combination (-1 / 2) * h i
  · intro v m hv hm
    have h : ∀ i, (1 + m) * v i = 0 := fun i =>
      (mul_eq_zero.mp (hsq hv i)).resolve_left (by linarith : (0 : ℝ) < 1 - m).ne'
    rw [Matrix.smul_mulVec, Matrix.add_mulVec, Matrix.one_mulVec, hv]
    funext i
    simp only [Pi.smul_apply, Pi.add_apply, Pi.zero_apply, smul_eq_mul]
    linear_combination (1 / 2) * h i

end

end CoulsonRushbrookeOverlap
```

```lean
#print axioms CoulsonRushbrookeOverlap.coulson_rushbrooke_overlap
-- 'CoulsonRushbrookeOverlap.coulson_rushbrooke_overlap' depends on axioms: [propext, Classical.choice, Quot.sound]
```
